# A non-zero mass breaks reflection symmetry for the two-component Dirac Hamiltonian in the plane

Suppose a model of one massive Dirac cone in the plane is built on the assumption that the mirror $p_1\to-p_1$ is a symmetry, as it is for the four-component Dirac equation in space. The search for the $2\times2$ matrix that implements the mirror then fails in every representation, and a selection rule whose derivation relies on such a matrix is left without justification. The parts below prove that the matrix does not exist, for mirrors implemented by one complex-linear matrix, the same at all momenta. For non-interacting two-band models with a single such cone, imposing this mirror forces the mass term to vanish.

## Gamma matrices and Hamiltonian

All matrices are complex and $2\times2$, a type the code abbreviates to `M₂`.

```lean
import Mathlib

open Matrix

namespace PlanarDiracReflection

local notation "M₂" => Matrix (Fin 2) (Fin 2) ℂ
```

The matrices $\gamma^0,\gamma^1,\gamma^2$ (`g0`, `g1`, `g2`) satisfy $(\gamma^0)^2=1$ and $(\gamma^1)^2=(\gamma^2)^2=-1$, and they anticommute pairwise. These are the Clifford relations for one time and two space directions, with signature $(+,-,-)$. `IsGammaTriple` collects them as six equations. It fixes no representation and does not require Hermiticity.

```lean
/-- Three complex 2×2 gamma matrices obeying the Clifford relations of signature (+,-,-). -/
structure IsGammaTriple (g0 g1 g2 : M₂) : Prop where
  sq0 : g0 * g0 = 1
  sq1 : g1 * g1 = -1
  sq2 : g2 * g2 = -1
  anti01 : g0 * g1 + g1 * g0 = 0
  anti02 : g0 * g2 + g2 * g0 = 0
  anti12 : g1 * g2 + g2 * g1 = 0
```

For real mass $m$ and real momenta $p_1,p_2$, in units $\hbar=c=1$, the free Hamiltonian is
$$H_m(p_1,p_2)=\gamma^0(\gamma^1p_1+\gamma^2p_2+m).$$
In Lean it is `diracH g0 g1 g2 m p1 p2`, a matrix for each momentum. The mass may have either sign.

```lean
/-- The planar Dirac Hamiltonian `γ⁰ (γ¹ p₁ + γ² p₂ + m)` at momentum `(p₁, p₂)`. -/
noncomputable def diracH (g0 g1 g2 : M₂) (m p1 p2 : ℝ) : M₂ :=
  g0 * ((p1 : ℂ) • g1 + (p2 : ℂ) • g2 + (m : ℂ) • (1 : M₂))
```

## (a) The anticommutator of traceless matrices

Show that traceless $A$ and $B$ satisfy
$$AB+BA=\operatorname{tr}(AB)\,1.$$

Write
$$A=\begin{pmatrix}a&b\\c&-a\end{pmatrix},\qquad B=\begin{pmatrix}d&e\\f&-d\end{pmatrix}.$$
Then
$$AB=\begin{pmatrix}ad+bf&ae-bd\\cd-af&ce+ad\end{pmatrix},\qquad BA=\begin{pmatrix}ad+ce&bd-ae\\af-cd&bf+ad\end{pmatrix}.$$
In the sum the off-diagonal entries cancel, and both diagonal entries equal $2ad+bf+ce=\operatorname{tr}(AB)$.

The proof likewise eliminates the lower-right entries using the trace conditions, then compares the four entries, leaving the algebra to `ring`.

```lean
variable {g0 g1 g2 : M₂}

/-- The anticommutator of two traceless 2×2 matrices is the trace of their product times
the identity. -/
theorem anticommutator_of_traceless (A B : M₂) (hA : A.trace = 0) (hB : B.trace = 0) :
    A * B + B * A = (A * B).trace • (1 : M₂) := by
  rw [Matrix.trace_fin_two] at hA hB
  have hA' : A 1 1 = -A 0 0 := by linear_combination hA
  have hB' : B 1 1 = -B 0 0 := by linear_combination hB
  ext i j
  fin_cases i <;> fin_cases j <;>
    simp [Matrix.mul_apply, Fin.sum_univ_two, Matrix.trace_fin_two, hA', hB'] <;> ring
```

## (b) Anticommuting with an involution

Let $U^2=1$ and $UA=-AU$. Show that
$$\operatorname{tr}A=0.$$

Evaluate $\operatorname{tr}(UUA)$ twice. Since $U^2=1$, it is $\operatorname{tr}A$. Since $UA=-AU$, it is also $-\operatorname{tr}(UAU)=-\operatorname{tr}(AUU)=-\operatorname{tr}A$, by cyclicity. Hence $2\operatorname{tr}A=0$. The two evaluations are `h2` and `h1`.

```lean
/-- A matrix that anticommutes with an involution is traceless. -/
theorem trace_eq_zero_of_anticommute (U A : M₂) (hU : U * U = 1) (h : U * A = -(A * U)) :
    A.trace = 0 := by
  have h1 : (U * (U * A)).trace = -A.trace := by
    rw [h, mul_neg, Matrix.trace_neg, Matrix.trace_mul_comm, mul_assoc, hU, mul_one]
  have h2 : (U * (U * A)).trace = A.trace := by rw [← mul_assoc, hU, one_mul]
  linear_combination (h1 - h2) / 2
```

## (c) The product of all three

Show that
$$\gamma^0\gamma^1\gamma^2=i\,1\quad\text{or}\quad\gamma^0\gamma^1\gamma^2=-i\,1.$$

Call the product $W$. Anticommutation and cyclicity give $\operatorname{tr}(\gamma^0\gamma^1)=-\operatorname{tr}(\gamma^1\gamma^0)=-\operatorname{tr}(\gamma^0\gamma^1)$, so this trace vanishes. Part (b) with $U=\gamma^0$ gives $\operatorname{tr}\gamma^2=0$. Two sign changes give
$$\gamma^2\gamma^0\gamma^1=-\gamma^0\gamma^2\gamma^1=\gamma^0\gamma^1\gamma^2=W.$$
Part (a), applied to $\gamma^0\gamma^1$ and $\gamma^2$, now reads $2W=\operatorname{tr}(W)\,1$, so $W=c\,1$ with $c=\tfrac12\operatorname{tr}W$.

To find $c$, note that $(\gamma^0\gamma^1)^2=-(\gamma^0)^2(\gamma^1)^2=1$. As $\gamma^2$ commutes with $\gamma^0\gamma^1$,
$$W^2=(\gamma^0\gamma^1)^2(\gamma^2)^2=-1.$$
Thus $c^2=-1$, or $(c-i)(c+i)=0$.

In the code, `hc` is the commutation, `key` the result of (a), and `hsq` the square. The equation for $c$ is read off from the upper-left entry of `hsq`, and the two factors give the two cases.

```lean
/-- The product of the three gamma matrices is `i` or `-i` times the identity. -/
theorem gamma_product (h : IsGammaTriple g0 g1 g2) :
    g0 * g1 * g2 = Complex.I • (1 : M₂) ∨ g0 * g1 * g2 = (-Complex.I) • (1 : M₂) := by
  have h01 := eq_neg_of_add_eq_zero_left h.anti01
  have h10 := eq_neg_of_add_eq_zero_right h.anti01
  have h02 := eq_neg_of_add_eq_zero_left h.anti02
  have h20 := eq_neg_of_add_eq_zero_right h.anti02
  have h21 := eq_neg_of_add_eq_zero_right h.anti12
  have t01 : (g0 * g1).trace = 0 := by
    have t : (g0 * g1).trace = -(g0 * g1).trace := by
      conv_lhs => rw [h01, Matrix.trace_neg, Matrix.trace_mul_comm]
    linear_combination t / 2
  have t2 := trace_eq_zero_of_anticommute g0 g2 h.sq0 h02
  -- `g2` commutes with `g0 g1`, so the anticommutator is twice the triple product
  have hc : g2 * (g0 * g1) = g0 * g1 * g2 := by
    calc g2 * (g0 * g1) = (g2 * g0) * g1 := by simp only [mul_assoc]
      _ = -(g0 * (g2 * g1)) := by rw [h20]; simp only [neg_mul, mul_assoc]
      _ = g0 * g1 * g2 := by rw [h21]; simp only [mul_neg, neg_neg, mul_assoc]
  have key := anticommutator_of_traceless (g0 * g1) g2 t01 t2
  rw [hc] at key
  have e1 : g0 * g1 * (g0 * g1) = 1 := by
    calc g0 * g1 * (g0 * g1) = g0 * (g1 * g0) * g1 := by simp only [mul_assoc]
      _ = -((g0 * g0) * (g1 * g1)) := by rw [h10]; simp only [mul_assoc, neg_mul, mul_neg]
      _ = 1 := by rw [h.sq0, h.sq1]; simp
  have hsq : g0 * g1 * g2 * (g0 * g1 * g2) = -1 := by
    calc g0 * g1 * g2 * (g0 * g1 * g2) = g0 * g1 * (g2 * (g0 * g1)) * g2 := by
          simp only [mul_assoc]
      _ = (g0 * g1 * (g0 * g1)) * (g2 * g2) := by rw [hc]; simp only [mul_assoc]
      _ = -1 := by rw [e1, h.sq2, one_mul]
  generalize g0 * g1 * g2 = W at key hsq ⊢
  have hW : W = (W.trace / 2) • (1 : M₂) := by
    linear_combination (norm := module) (1 / 2 : ℂ) • key
  generalize W.trace / 2 = c at hW
  -- the scalar squares to `-1`
  have hcc : c * c = -1 := by
    rw [hW] at hsq
    have := congrArg (fun M : M₂ => M 0 0) hsq
    simpa using this
  have hf : (c - Complex.I) * (c + Complex.I) = 0 := by
    linear_combination hcc - Complex.I_sq
  rcases mul_eq_zero.mp hf with hp | hm
  · left
    rw [hW, sub_eq_zero.mp hp]
  · right
    rw [hW, eq_neg_of_add_eq_zero_left hm]
```

## (d) Anticommuting with the product

Let $XW=-WX$ with $W=\gamma^0\gamma^1\gamma^2$. Show that
$$X=0.$$

By (c), $W=\pm i\,1$, so the condition becomes $\pm iX=\mp iX$, that is, $2iX=0$. Lean treats the two signs separately and then cancels the non-zero scalar.

```lean
/-- A matrix that anticommutes with the product of the three gammas is zero. -/
theorem eq_zero_of_anticommute_product (h : IsGammaTriple g0 g1 g2) (X : M₂)
    (hX : X * (g0 * g1 * g2) = -(g0 * g1 * g2 * X)) : X = 0 := by
  have h2 : (2 * Complex.I) • X = 0 := by
    rcases gamma_product h with hp | hp
    · rw [hp, mul_smul_comm, smul_mul_assoc, mul_one, one_mul] at hX
      linear_combination (norm := module) hX
    · rw [hp, mul_smul_comm, smul_mul_assoc, mul_one, one_mul] at hX
      linear_combination (norm := module) (-1 : ℂ) • hX
  exact (smul_eq_zero.mp h2).resolve_left (by simp)
```

## (e) No fourth anticommuting matrix

Show that
$$X\gamma^\mu+\gamma^\mu X=0\ \text{ for }\mu=0,1,2\quad\Longrightarrow\quad X=0.$$

Move $X$ through the product one factor at a time:
$$X\gamma^0\gamma^1\gamma^2=-\gamma^0X\gamma^1\gamma^2=\gamma^0\gamma^1X\gamma^2=-\gamma^0\gamma^1\gamma^2X.$$
Part (d) applies. The `calc` block has the same three sign changes.

All three conditions are needed: if the one for a given $\mu$ is dropped, $X=\gamma^\mu$ satisfies the other two and is not zero.

```lean
/-- Only the zero matrix anticommutes with all three gamma matrices. -/
theorem eq_zero_of_anticommute_gammas (h : IsGammaTriple g0 g1 g2) (X : M₂)
    (h0 : X * g0 + g0 * X = 0) (h1 : X * g1 + g1 * X = 0) (h2 : X * g2 + g2 * X = 0) :
    X = 0 := by
  apply eq_zero_of_anticommute_product h
  -- three sign changes
  calc X * (g0 * g1 * g2) = (X * g0) * g1 * g2 := by simp only [mul_assoc]
    _ = -(g0 * (X * g1) * g2) := by
        rw [eq_neg_of_add_eq_zero_left h0]; simp only [neg_mul, mul_assoc]
    _ = g0 * g1 * (X * g2) := by
        rw [eq_neg_of_add_eq_zero_left h1]; simp only [mul_neg, neg_mul, neg_neg, mul_assoc]
    _ = -(g0 * g1 * g2 * X) := by
        rw [eq_neg_of_add_eq_zero_left h2]; simp only [mul_neg, mul_assoc]
```

## (f) The Hamiltonian term by term

Show that
$$H_m(p_1,p_2)=p_1\gamma^0\gamma^1+p_2\gamma^0\gamma^2+m\gamma^0.$$

Distribute $\gamma^0$ over the bracket and pull out the scalars. No Clifford relation is used, and the Lean statement assumes none.

```lean
/-- The Dirac Hamiltonian written out in the matrices `γ⁰γ¹`, `γ⁰γ²` and `γ⁰`. -/
theorem diracH_expand (m p1 p2 : ℝ) : diracH g0 g1 g2 m p1 p2 =
    (p1 : ℂ) • (g0 * g1) + (p2 : ℂ) • (g0 * g2) + (m : ℂ) • g0 := by
  simp only [diracH, mul_add, mul_smul_comm, mul_one]
```

## (g) A reflection that reverses the mass

Put $R=\gamma^0\gamma^2$. Show that
$$R^2=1,\qquad R\,H_m(p_1,p_2)\,R=H_{-m}(-p_1,p_2).$$

First, $R\gamma^0=\gamma^0\gamma^2\gamma^0=-\gamma^2$, so $R^2=-(\gamma^2)^2=1$. The three terms of (f) then transform as
$$\begin{aligned}
R\gamma^0R&=-\gamma^2\gamma^0\gamma^2=\gamma^0(\gamma^2)^2=-\gamma^0,\\
R\gamma^0\gamma^1R&=-\gamma^2\gamma^1\gamma^0\gamma^2=-(\gamma^2)^2\gamma^1\gamma^0=\gamma^1\gamma^0=-\gamma^0\gamma^1,\\
R\gamma^0\gamma^2R&=R^3=\gamma^0\gamma^2.
\end{aligned}$$
The $p_1$ and mass terms change sign and the $p_2$ term does not.

The code names $R\gamma^0=-\gamma^2$ as `q`, $R^2=1$ as `c`, and the first two lines of the display as `a` and `b`. The tactic `module` collects the coefficients.

```lean
/-- The matrix `γ⁰γ²` squares to one, and conjugation by it reverses both `p₁` and the mass
in the Dirac Hamiltonian. -/
theorem reflection_reverses_mass (h : IsGammaTriple g0 g1 g2) :
    g0 * g2 * (g0 * g2) = 1 ∧ ∀ m p1 p2 : ℝ,
      g0 * g2 * diracH g0 g1 g2 m p1 p2 * (g0 * g2) = diracH g0 g1 g2 (-m) (-p1) p2 := by
  have h10 := eq_neg_of_add_eq_zero_right h.anti01
  have h02 := eq_neg_of_add_eq_zero_left h.anti02
  have h20 := eq_neg_of_add_eq_zero_right h.anti02
  have h12 := eq_neg_of_add_eq_zero_left h.anti12
  have q : g0 * g2 * g0 = -g2 := by
    rw [mul_assoc, h20, mul_neg, ← mul_assoc, h.sq0, one_mul]
  have c : g0 * g2 * (g0 * g2) = 1 := by
    rw [← mul_assoc, q, neg_mul, h.sq2, neg_neg]
  have a : g0 * g2 * g0 * (g0 * g2) = -g0 := by
    rw [q, neg_mul, ← mul_assoc, h20, neg_mul, mul_assoc, h.sq2]
    simp
  have r : g1 * (g0 * g2) = g2 * (g1 * g0) := by
    rw [h02, mul_neg, ← mul_assoc, h12, neg_mul, neg_neg, mul_assoc]
  have b : g0 * g2 * (g0 * g1) * (g0 * g2) = -(g0 * g1) := by
    calc g0 * g2 * (g0 * g1) * (g0 * g2) = (g0 * g2 * g0) * (g1 * (g0 * g2)) := by
          simp only [mul_assoc]
      _ = -(g0 * g1) := by
          rw [q, r, h10, neg_mul, ← mul_assoc, h.sq2]
          simp
  refine ⟨c, fun m p1 p2 => ?_⟩
  rw [diracH_expand, diracH_expand]
  simp only [mul_add, add_mul, mul_smul_comm, smul_mul_assoc, a, b, c, one_mul,
    Complex.ofReal_neg]
  module
```

## (h) Intertwiners at non-zero mass

Let $m\neq0$, and let $S$ be any matrix, invertible or not. Show that
$$S\,H_m(p_1,p_2)=H_m(-p_1,p_2)\,S\ \text{ for all real }p_1,p_2\quad\Longrightarrow\quad S=0.$$

Three momenta suffice.

- At $(0,0)$: $m(S\gamma^0-\gamma^0S)=0$, so $S$ commutes with $\gamma^0$, because $m\neq0$.
- At $(1,0)$, after subtracting the first equation: $S\gamma^0\gamma^1=-\gamma^0\gamma^1S$.
- At $(0,1)$, likewise: $S\gamma^0\gamma^2=\gamma^0\gamma^2S$.

Since $(\gamma^0)^2=1$, the triple product is $W=(\gamma^0\gamma^1)\,\gamma^0\,(\gamma^0\gamma^2)$. Moving $S$ through these factors produces exactly one minus sign, so $SW=-WS$, and (d) gives $S=0$. The three relations are `k0`, `k1` and `k2`.

The condition must hold off the line $p_2=0$. On that line $S=\gamma^0$ works for every mass, since it commutes with $\gamma^0$ and anticommutes with $\gamma^0\gamma^1$.

```lean
/-- For non-zero mass, the only matrix intertwining the Dirac Hamiltonian with its mirror
image `p₁ → -p₁` at all momenta is zero. -/
theorem reflection_intertwiner_eq_zero (h : IsGammaTriple g0 g1 g2) {m : ℝ} (hm : m ≠ 0)
    (S : M₂) (hS : ∀ p1 p2 : ℝ,
      S * diracH g0 g1 g2 m p1 p2 = diracH g0 g1 g2 m (-p1) p2 * S) : S = 0 := by
  -- compare the momenta (0,0), (1,0) and (0,1)
  have a0 := hS 0 0
  have a1 := hS 1 0
  have a2 := hS 0 1
  simp only [diracH_expand, Complex.ofReal_one, Complex.ofReal_neg, Complex.ofReal_zero,
    neg_zero, zero_smul, add_zero, zero_add, one_smul, neg_smul, mul_add, add_mul, neg_mul,
    mul_smul_comm, smul_mul_assoc] at a0 a1 a2
  have k0 : S * g0 = g0 * S := by
    have hz : (m : ℂ) • (S * g0 - g0 * S) = 0 := by rw [smul_sub, a0, sub_self]
    exact sub_eq_zero.mp ((smul_eq_zero.mp hz).resolve_left (Complex.ofReal_ne_zero.mpr hm))
  have k1 : S * (g0 * g1) = -(g0 * g1 * S) := by
    linear_combination (norm := module) a1 - a0
  have k2 : S * (g0 * g2) = g0 * g2 * S := by
    linear_combination (norm := module) a2 - a0
  have e : g0 * g1 * g2 = g0 * g1 * (g0 * (g0 * g2)) := by
    rw [← mul_assoc g0 g0 g2, h.sq0, one_mul]
  apply eq_zero_of_anticommute_product h
  rw [e]
  calc S * (g0 * g1 * (g0 * (g0 * g2))) = (S * (g0 * g1)) * (g0 * (g0 * g2)) := by
        simp only [mul_assoc]
    _ = -(g0 * g1 * ((S * g0) * (g0 * g2))) := by rw [k1]; simp only [neg_mul, mul_assoc]
    _ = -(g0 * g1 * (g0 * (S * (g0 * g2)))) := by rw [k0]; simp only [mul_assoc]
    _ = -(g0 * g1 * (g0 * (g0 * g2)) * S) := by rw [k2]; simp only [mul_assoc]
```

## (i) Reflection symmetry and mass

Show that
$$\exists\,S\text{ invertible}:\ S\,H_m(p_1,p_2)\,S^{-1}=H_m(-p_1,p_2)\ \text{ for all real }p_1,p_2\quad\Longleftrightarrow\quad m=0.$$

If such an $S$ exists, multiply by $S$ on the right. For $m\neq0$, part (h) would give $S=0$, which is not invertible. Conversely, for $m=0$ take $S=R$ from (g): it is its own inverse, and $-m=m$.

In Lean, `S : (M₂)ˣ` is a unit of the matrix ring, carrying a true two-sided inverse. It is chosen before the momenta, so it cannot depend on them. It need not be unitary. Antiunitary operations and models with more than two components are not covered.

The massless limit is gradual for the matrix $R$: by (f) and (g), $R\,H_m(p_1,p_2)\,R=H_m(-p_1,p_2)-2m\gamma^0$, so its failure to be a symmetry is linear in $m$.

```lean
/-- An invertible matrix implementing the reflection `p₁ → -p₁` on the planar Dirac
Hamiltonian at all momenta exists exactly when the mass is zero. -/
theorem reflection_symmetry_iff_massless (h : IsGammaTriple g0 g1 g2) (m : ℝ) :
    (∃ S : (M₂)ˣ, ∀ p1 p2 : ℝ,
      (S : M₂) * diracH g0 g1 g2 m p1 p2 * ((S⁻¹ : (M₂)ˣ) : M₂)
        = diracH g0 g1 g2 m (-p1) p2) ↔ m = 0 := by
  constructor
  · rintro ⟨S, hS⟩
    by_contra hm
    exact S.ne_zero (reflection_intertwiner_eq_zero h hm (S : M₂)
      fun p1 p2 => (Units.mul_inv_eq_iff_eq_mul S).mp (hS p1 p2))
  · rintro rfl
    obtain ⟨hsq, hflip⟩ := reflection_reverses_mass h
    refine ⟨⟨g0 * g2, g0 * g2, hsq, hsq⟩, fun p1 p2 => ?_⟩
    have h0 := hflip 0 p1 p2
    rw [neg_zero] at h0
    exact h0
```

## (j) Both signs occur

Verify that
$$\gamma^0=\begin{pmatrix}1&0\\0&-1\end{pmatrix},\quad\gamma^1=\begin{pmatrix}0&i\\i&0\end{pmatrix},\quad\gamma^2=\begin{pmatrix}0&1\\-1&0\end{pmatrix}$$
satisfy the Clifford relations with $\gamma^0\gamma^1\gamma^2=-i\,1$, and that replacing $\gamma^2$ by $-\gamma^2$ gives $+i\,1$.

The squares are $1,-1,-1$, and multiplying the pairs in both orders confirms the anticommutation. Next,
$$\gamma^0\gamma^1=\begin{pmatrix}0&i\\-i&0\end{pmatrix},\qquad\gamma^0\gamma^1\gamma^2=\begin{pmatrix}-i&0\\0&-i\end{pmatrix}.$$
Changing the sign of $\gamma^2$ preserves all six relations and reverses the product. A change of basis cannot connect the two triples, because conjugation leaves a multiple of the identity unchanged. Lean checks every matrix equation entry by entry.

```lean
/-- Two explicit gamma triples, differing in the sign of `γ²`, whose products are `-i` and
`i` times the identity. -/
theorem gamma_triple_witness :
    (IsGammaTriple !![1, 0; 0, -1] !![0, Complex.I; Complex.I, 0] !![0, 1; -1, 0] ∧
      (!![1, 0; 0, -1] * !![0, Complex.I; Complex.I, 0] * !![0, 1; -1, 0] : M₂)
        = (-Complex.I) • (1 : M₂)) ∧
    (IsGammaTriple !![1, 0; 0, -1] !![0, Complex.I; Complex.I, 0] !![0, -1; 1, 0] ∧
      (!![1, 0; 0, -1] * !![0, Complex.I; Complex.I, 0] * !![0, -1; 1, 0] : M₂)
        = Complex.I • (1 : M₂)) := by
  refine ⟨⟨⟨?_, ?_, ?_, ?_, ?_, ?_⟩, ?_⟩, ⟨⟨?_, ?_, ?_, ?_, ?_, ?_⟩, ?_⟩⟩ <;>
    ext i j <;> fin_cases i <;> fin_cases j <;>
    simp [Matrix.mul_apply, Fin.sum_univ_two]

end PlanarDiracReflection
```

```lean
#print axioms PlanarDiracReflection.eq_zero_of_anticommute_gammas
#print axioms PlanarDiracReflection.reflection_symmetry_iff_massless
```

```
'PlanarDiracReflection.eq_zero_of_anticommute_gammas' depends on axioms: [propext, Classical.choice, Quot.sound]
'PlanarDiracReflection.reflection_symmetry_iff_massless' depends on axioms: [propext, Classical.choice, Quot.sound]
```
